# For U ≥ 0, McWeeny purification of an occupation matrix with eigenvalues in [0, 1] never raises its Dudarev penalty

Let n be the occupation matrix of a correlated shell, for one spin channel and in an orthonormal orbital basis. Its idempotency defect is q(n) = n − n², and its Dudarev penalty is

E(n) = (U/2) Tr(n − n²),

where U is the effective on-site interaction, which sets the energy cost of fractional occupation. One McWeeny purification step replaces n by

p = 3n² − 2n³.

I expect that this step cannot raise E when U ≥ 0 and every occupation lies between 0 and 1. For a single orbital a plot convinces me. Can the claim be made rigorous for matrices and checked by machine, and can one say when the penalty stays the same?

## The lost defect as a sum of two positive terms

Yes, and more is true: the defect never increases as an operator, not only in its trace. Write q for q(n) and B = 1 − 2n. All the matrices here are polynomials in n, so they commute. First,

n − p = n − 3n² + 2n³ = n(1 − n)(1 − 2n) = qB,

so p = n − qB. Inserting this into the defect of p gives

p − p² = n − qB − n² + 2nqB − q²B²

= q − qB(1 − 2n) − q²B²

= q − qB² − q²B².

The loss of defect in one step is therefore

q(n) − q(p) = BqB + (Bq)(qB).

Next, q is positive semidefinite. Since n + (1 − n) = 1,

q = n(1 − n) = n(1 − n)n + (1 − n)n(1 − n).

For any vector v, the first term has the quadratic form (nv)†(1 − n)(nv) ≥ 0, because n is Hermitian and 1 − n is positive semidefinite. The second term is the same with n and 1 − n exchanged.

Since B and q are Hermitian, BqB is positive semidefinite by the same argument, and (Bq)(qB) = (qB)†(qB) is positive semidefinite for any matrix qB. Hence q(n) − q(p) is positive semidefinite. Its trace is nonnegative, and multiplying by U/2 ≥ 0 gives E(p) ≤ E(n).

## When the penalty stays the same, and what repeated steps do

Let U > 0 and suppose E(p) = E(n). Then

Tr(BqB) + Tr((qB)†(qB)) = 0.

Both traces are nonnegative, so both vanish. The second is the sum of the squared moduli of the entries of qB, so qB = 0, that is,

n(1 − n)(1 − 2n) = 0.

Conversely, if qB = 0, both terms of the loss vanish and the penalty is unchanged. Because qB = n − p, equality holds exactly when the step leaves n itself unchanged. Diagonalising n shows that its eigenvalues then lie in {0, 1/2, 1}. An eigenorbital with occupation 1/2 in this spin channel is thus never purified, and it keeps its penalty of U/8.

To repeat the step, one needs p to satisfy the same bounds as n. This follows from

p = n³ + 3n(1 − n)n,

1 − p = (1 − n)³ + 3(1 − n)n(1 − n),

where every term on the right is again positive semidefinite. The one-step inequality then applies at each stage, and the penalty never increases along the sequence.

The upper bound on the occupations matters. For one orbital with n = 6/5, the defect is −6/25. The step gives p = 108/125, with defect 1836/15625, so the penalty rises from −3U/25 to 918U/15625.

## The Lean file

The file contains the algebraic identity, the operator inequality and its consequences for the penalty.

```lean
import Mathlib

open Matrix
open scoped ComplexOrder

namespace DudarevPurification

noncomputable section

/-- The McWeeny purification map `3n² - 2n³`. -/
def mcweeny {R : Type*} [Ring R] (n : R) : R := 3 * n ^ 2 - 2 * n ^ 3

/-- The idempotency defect `n - n²` of an occupation matrix. -/
def defect {R : Type*} [Ring R] (n : R) : R := n - n ^ 2

variable {ι : Type*} [Fintype ι] [DecidableEq ι]

/-- An admissible occupation matrix: both `n` (electrons) and `1 - n` (holes) are
positive semidefinite. -/
structure IsOccupation (n : Matrix ι ι ℂ) : Prop where
  electrons : n.PosSemidef
  holes : (1 - n).PosSemidef

/-- The Dudarev penalty `(U/2) Tr(n - n²)`, taken as a real number. -/
def dudarev (U : ℝ) (n : Matrix ι ι ℂ) : ℝ := U / 2 * (defect n).trace.re

/-- In any ring, the loss of idempotency defect in one McWeeny step is a sum of two terms
built symmetrically from the defect and `1 - 2n`. -/
theorem defect_drop {R : Type*} [Ring R] (n : R) :
    defect n - defect (mcweeny n) =
      (1 - 2 * n) * defect n * (1 - 2 * n)
        + (1 - 2 * n) * defect n * (defect n * (1 - 2 * n)) := by
  unfold defect mcweeny
  noncomm_ring

/-- The idempotency defect of an admissible occupation matrix is positive semidefinite. -/
theorem defect_posSemidef {n : Matrix ι ι ℂ} (h : IsOccupation n) :
    (defect n).PosSemidef := by
  have h1 := h.holes.conjTranspose_mul_mul_same n
  have h2 := h.electrons.conjTranspose_mul_mul_same (1 - n)
  rw [h.electrons.isHermitian.eq] at h1
  rw [h.holes.isHermitian.eq] at h2
  -- split the defect into an electron part and a hole part
  have e : defect n = n * (1 - n) * n + (1 - n) * n * (1 - n) := by
    unfold defect
    noncomm_ring
  rw [e]
  exact h1.add h2

/-- For an admissible occupation matrix, `1 - 2n` is Hermitian. -/
theorem reflection_hermitian {n : Matrix ι ι ℂ} (h : IsOccupation n) :
    (1 - 2 * n)ᴴ = 1 - 2 * n := by
  have e : 1 - 2 * n = (1 - n) - n := by noncomm_ring
  rw [e, conjTranspose_sub, h.holes.isHermitian.eq, h.electrons.isHermitian.eq]

/-- One McWeeny step lowers the idempotency defect as an operator: the defect before minus
the defect after is positive semidefinite. -/
theorem defect_drop_posSemidef {n : Matrix ι ι ℂ} (h : IsOccupation n) :
    (defect n - defect (mcweeny n)).PosSemidef := by
  have hq := defect_posSemidef h
  have h1 := hq.conjTranspose_mul_mul_same (1 - 2 * n)
  have h2 := posSemidef_conjTranspose_mul_self (defect n * (1 - 2 * n))
  rw [reflection_hermitian h] at h1
  rw [conjTranspose_mul, reflection_hermitian h, hq.isHermitian.eq] at h2
  rw [defect_drop]
  exact h1.add h2

/-- McWeeny purification of an admissible occupation matrix never raises the Dudarev
penalty when `U ≥ 0`. -/
theorem dudarev_mcweeny_le {U : ℝ} (hU : 0 ≤ U) {n : Matrix ι ι ℂ} (h : IsOccupation n) :
    dudarev U (mcweeny n) ≤ dudarev U n := by
  have ht := (defect_drop_posSemidef h).trace_nonneg
  rw [trace_sub] at ht
  have hr := (Complex.nonneg_iff.mp ht).1
  rw [Complex.sub_re] at hr
  unfold dudarev
  exact mul_le_mul_of_nonneg_left (by linarith) (by positivity)

/-- For `U > 0`, a McWeeny step leaves the Dudarev penalty unchanged exactly when
`n(1 - n)(1 - 2n) = 0`. -/
theorem dudarev_mcweeny_eq_iff {U : ℝ} (hU : 0 < U) {n : Matrix ι ι ℂ}
    (h : IsOccupation n) :
    dudarev U (mcweeny n) = dudarev U n ↔ n * (1 - n) * (1 - 2 * n) = 0 := by
  have e : n * (1 - n) * (1 - 2 * n) = defect n * (1 - 2 * n) := by
    unfold defect
    noncomm_ring
  rw [e]
  constructor
  · intro heq
    have hU2 : U / 2 ≠ 0 := by positivity
    have hre : (defect (mcweeny n)).trace.re = (defect n).trace.re :=
      mul_left_cancel₀ hU2 heq
    have hq := defect_posSemidef h
    have h1 := (hq.conjTranspose_mul_mul_same (1 - 2 * n)).trace_nonneg
    rw [reflection_hermitian h] at h1
    have h2 := (posSemidef_conjTranspose_mul_self (defect n * (1 - 2 * n))).trace_nonneg
    have c : (defect n * (1 - 2 * n))ᴴ = (1 - 2 * n) * defect n := by
      rw [conjTranspose_mul, reflection_hermitian h, hq.isHermitian.eq]
    have hd := congrArg (fun M : Matrix ι ι ℂ => M.trace.re) (defect_drop n)
    simp only [trace_sub, trace_add, Complex.sub_re, Complex.add_re] at hd

    have r1 := (Complex.nonneg_iff.mp h1).1
    have r2 := Complex.nonneg_iff.mp h2
    have r3 := r2.1
    rw [c] at r3
    -- two nonnegative traces add up to zero, so the second one vanishes
    apply trace_conjTranspose_mul_self_eq_zero_iff.mp
    apply Complex.ext
    · rw [Complex.zero_re, c]
      linarith
    · rw [Complex.zero_im]
      exact r2.2.symm
  · intro h0
    have hd : defect n - defect (mcweeny n) = 0 := by
      rw [defect_drop, mul_assoc (1 - 2 * n) (defect n) (1 - 2 * n), h0]
      simp only [mul_zero, add_zero]
    unfold dudarev
    rw [sub_eq_zero.mp hd]

/-- Along the whole sequence of repeated McWeeny steps, the Dudarev penalty with `U ≥ 0`
never increases. -/
theorem dudarev_iterate_antitone {U : ℝ} (hU : 0 ≤ U) {n : Matrix ι ι ℂ}
    (h : IsOccupation n) : Antitone fun k : ℕ => dudarev U (mcweeny^[k] n) := by
  -- electrons and holes both stay positive semidefinite, by congruences
  have cube : ∀ a b : Matrix ι ι ℂ, a.PosSemidef → b.PosSemidef →
      (a * a * a + (a * b * a + a * b * a + a * b * a)).PosSemidef := by
    intro a b ha hb
    have h1 := ha.conjTranspose_mul_mul_same a
    have h2 := hb.conjTranspose_mul_mul_same a
    rw [ha.isHermitian.eq] at h1 h2
    exact h1.add ((h2.add h2).add h2)
  have step : ∀ m : Matrix ι ι ℂ, IsOccupation m → IsOccupation (mcweeny m) := by
    intro m hm
    constructor
    · convert cube m (1 - m) hm.electrons hm.holes using 1
      unfold mcweeny
      noncomm_ring
    · convert cube (1 - m) m hm.holes hm.electrons using 1
      unfold mcweeny
      noncomm_ring
  have all : ∀ k : ℕ, IsOccupation (mcweeny^[k] n) := by
    intro k
    induction k with
    | zero => exact h
    | succ k ih =>
      rw [Function.iterate_succ_apply']
      exact step _ ih
  apply antitone_nat_of_succ_le
  intro k
  rw [Function.iterate_succ_apply']
  exact dudarev_mcweeny_le hU (all k)

/-- For a single orbital with the inadmissible occupation `6/5`, a McWeeny step raises the
Dudarev penalty for every `U > 0`. -/
theorem dudarev_raised_of_overfilled {U : ℝ} (hU : 0 < U) :
    dudarev U (Matrix.scalar (Fin 1) (6 / 5 : ℂ)) <
      dudarev U (mcweeny (Matrix.scalar (Fin 1) (6 / 5 : ℂ))) := by
  have hm : ∀ c : ℂ, mcweeny (Matrix.scalar (Fin 1) c) =
      Matrix.scalar (Fin 1) (mcweeny c) := by
    intro c
    simp only [mcweeny, map_sub, map_mul, map_pow, map_ofNat]
  have hd : ∀ c : ℂ, defect (Matrix.scalar (Fin 1) c) =
      Matrix.scalar (Fin 1) (defect c) := by
    intro c
    simp only [defect, map_sub, map_pow]
  have ht : ∀ c : ℂ, (Matrix.scalar (Fin 1) c).trace = c := by
    intro c
    simp [Matrix.trace, Matrix.scalar_apply]
  have v1 : defect (6 / 5 : ℂ) = ((-6 / 25 : ℝ) : ℂ) := by
    unfold defect
    push_cast
    norm_num
  have v2 : defect (mcweeny (6 / 5 : ℂ)) = ((1836 / 15625 : ℝ) : ℂ) := by
    unfold defect mcweeny
    push_cast
    norm_num
  unfold dudarev
  rw [hm, hd, hd, ht, ht, v1, v2, Complex.ofReal_re, Complex.ofReal_re]
  linarith

end

end DudarevPurification
```

```lean
#print axioms DudarevPurification.dudarev_mcweeny_le
#print axioms DudarevPurification.dudarev_mcweeny_eq_iff
#print axioms DudarevPurification.dudarev_iterate_antitone
#print axioms DudarevPurification.dudarev_raised_of_overfilled
```

```
'DudarevPurification.dudarev_mcweeny_le' depends on axioms: [propext, Classical.choice, Quot.sound]
'DudarevPurification.dudarev_mcweeny_eq_iff' depends on axioms: [propext, Classical.choice, Quot.sound]
'DudarevPurification.dudarev_iterate_antitone' depends on axioms: [propext, Classical.choice, Quot.sound]
'DudarevPurification.dudarev_raised_of_overfilled' depends on axioms: [propext, Classical.choice, Quot.sound]
```

## How the Lean statements map to the physics

The finite type `ι` labels the orbitals of the shell, and `Matrix ι ι ℂ` is the type of the occupation matrix. `defect` and `mcweeny` are defined in any ring, so the same definitions serve for matrices and for single complex numbers. In the matrix ring, the numerals 1, 2 and 3 mean multiples of the identity.

`IsOccupation n` expresses the Pauli bounds: no normalised orbital, in any orthonormal basis, holds fewer than zero or more than one electron of the given spin. Its two fields say that `n` and `1 - n` are positive semidefinite. Mathlib's `PosSemidef` includes Hermiticity, so this is not a separate assumption.

`dudarev U n` takes the real part of the trace so that the penalty is a real number. For an admissible matrix the trace is already real, and nothing is lost.

The theorems about the penalty read as follows.

- `dudarev_mcweeny_le`: for `0 ≤ U` and admissible `n`, the penalty after one step is at most the penalty before it.
- `dudarev_mcweeny_eq_iff`: for `0 < U` and admissible `n`, the two penalties agree exactly when `n * (1 - n) * (1 - 2 * n) = 0`. The condition is stated as a matrix equation, without reference to eigenvalues.
- `dudarev_iterate_antitone`: for `0 ≤ U` and admissible `n`, the penalty of `mcweeny^[k] n`, the matrix after `k` steps, is a non-increasing function of `k`. Nothing is said about the limit.
- `dudarev_raised_of_overfilled`: for the 1×1 matrix with entry 6/5, the penalty strictly rises whenever `0 < U`.

In DFT+U, the result bears on the penalty term alone, as a function of a finite, single-spin occupation matrix at fixed U. It does not concern the total energy, and the step does not in general conserve the electron number Tr n. Nor does it say how the penalty of the shell changes when the full density matrix is purified: the shell block of the purified matrix is in general not the purified shell block, and it need not be idempotent even when the full matrix is. Non-orthogonal orbitals, which would bring in an overlap matrix, are not treated.

## How the proof follows the algebra

`defect_drop` is the identity for the loss of defect. After the definitions are unfolded, `noncomm_ring` expands both sides without assuming that multiplication commutes, so the identity holds in every ring.

`defect_posSemidef` proves that q is positive semidefinite. The Mathlib lemma `conjTranspose_mul_mul_same` says that A†XA is positive semidefinite whenever X is. It is applied once with A = n and once with A = 1 − n; Hermiticity removes the daggers, and the splitting of q is checked by `noncomm_ring`.

`reflection_hermitian` shows that B is Hermitian by writing it as (1 − n) − n. `defect_drop_posSemidef` then treats the two terms of the loss separately: BqB as a congruence of q, and (Bq)(qB) as a product of the form A†A. Their sum gives the operator inequality.

In `dudarev_mcweeny_le`, `trace_nonneg` gives an inequality in ℂ, where 0 ≤ z means that z is real and nonnegative. The proof extracts the real part and multiplies by U/2.

For the forward direction of `dudarev_mcweeny_eq_iff`, the factor U/2 is cancelled and the trace of `defect_drop` is taken. The facts `r1` and `r3` say that the two contributions are nonnegative, and `linarith` concludes that the second has zero real part. Its imaginary part is zero by positivity, and `trace_conjTranspose_mul_self_eq_zero_iff` turns the vanishing trace into qB = 0. The reverse direction substitutes qB = 0 into `defect_drop`.

Inside `dudarev_iterate_antitone`, the auxiliary statement `cube` proves that a³ + 3aba is positive semidefinite when a and b are. Using it with (a, b) = (n, 1 − n) and then with the roles exchanged gives `step`, the preservation of the Pauli bounds. Induction extends this to every iterate, and `antitone_nat_of_succ_le` reduces the claim about the sequence to consecutive terms.

The last theorem moves the 1×1 matrices to complex numbers through `hm`, `hd` and `ht`. The two defects are evaluated in `v1` and `v2`, and `linarith` compares the resulting penalties.
